# A real n×n matrix with n distinct real eigenvalues keeps a real, distinct spectrum under small real perturbations

Equation-of-motion coupled-cluster (EOM-CC) theory obtains excitation energies from a matrix that is real in the usual real orbital basis but not symmetric, so nothing in its form prevents complex energies. To ask when they can appear, we model the problem by an arbitrary real n×n matrix M and call every eigenvalue with a nonzero right eigenvector an energy. No coupled-cluster structure is used. The starting condition is that M has n distinct real energies, which physically means that every energy eigenstate in the chosen space has a real energy and no two of them are degenerate.

There are two claims. First, some ε > 0 exists such that every real matrix N with |N_ij − M_ij| < ε for all i, j also has n distinct real energies. Second, if a continuous path of real matrices starts with n distinct real energies and later has a non-real one, then two energies coincide on the real axis at some point strictly in between.

## Sign changes that survive a perturbation

Write p_N(x) = det(x·1 − N) for the characteristic polynomial of N. Its roots are the energies. Let E_k, with k running over n labels, be the distinct real energies of M. Since p_M is monic of degree n,

p_M(x) = ∏_k (x − E_k).

Choose δ > 0 with 2δ < |E_i − E_j| for all i ≠ j. The intervals [E_k − δ, E_k + δ] are then disjoint, and

p_M(E_k − δ) · p_M(E_k + δ) = −δ² ∏_{j≠k} [(E_k − E_j)² − δ²] < 0.

So p_M changes sign across each interval. At a fixed x, the determinant p_N(x) is a polynomial in the entries of N and hence continuous in them. The finitely many strict inequalities therefore still hold for every real N close enough to M. By the intermediate value theorem p_N has a root in each interval, which gives n distinct real energies.

The same argument gives a neighbouring result for a single level. If M has a real energy that is a simple root of p_M, whatever the other energies are, p_M changes sign across a small interval around it, and every sufficiently close real matrix has a real energy in that interval.

Distinctness matters even for a symmetric M. The 2×2 zero matrix has only real energies and a full set of eigenvectors, yet the real matrix with rows (0, η) and (−η, 0) has energies ±iη for every η > 0, however small.

## The first coalescence on a path

Let M(s) be a continuous path of real matrices. Suppose that M(0) has n distinct real energies and that M(T), with T ≥ 0, has a non-real energy z. Here T is a value of the path parameter, not the cluster operator. Let t be the infimum of the parameters s ≥ 0 at which M(s) does not have n distinct real energies. T is such a parameter, because n distinct real roots would leave no room for z. By the first claim the set of these parameters is closed, so t belongs to it, and t > 0.

For 0 ≤ s < t and any complex w,

|p_{M(s)}(w)| = ∏_k |w − E_k(s)| ≥ |Im w|ⁿ,

where E_k(s) are the energies of M(s). Letting s → t gives the same bound at t. If w is an energy of M(t), the left side vanishes, so Im w = 0. The spectrum at t is thus real, and t < T. It does not consist of n distinct numbers, although p_{M(t)} has n complex roots counted with multiplicity. One root is therefore repeated, and it is real.

In a geometry scan with a finite real EOM matrix that varies continuously and starts with distinct real energies, a complex pair thus shows that a degeneracy has been passed, possibly between two scan points.

## Energies and distinct spectra in Lean

```lean
import Mathlib

open Matrix Polynomial Topology

namespace EOMSpectralStability

variable {n : ℕ}
```

The type `Fin n` supplies the n labels. In the next definition `M *ᵥ v` is the matrix-vector product, and the eigenvector need not be normalised. The field `K` will be ℝ or ℂ.

```lean
/-- The number `z` is an energy of the matrix `M`: it is an eigenvalue with a nonzero
right eigenvector. -/
def IsEnergy {K : Type*} [Field K] (M : Matrix (Fin n) (Fin n) K) (z : K) : Prop :=
  ∃ v : Fin n → K, v ≠ 0 ∧ M *ᵥ v = z • v
```

A distinct real spectrum is a family `E` of n real energies that is injective, meaning that different labels carry different values.

```lean
/-- The real `n` by `n` matrix `M` has `n` distinct real energies. -/
def HasDistinctRealEnergies (M : Matrix (Fin n) (Fin n) ℝ) : Prop :=
  ∃ E : Fin n → ℝ, Function.Injective E ∧ ∀ k, IsEnergy M (E k)
```

## From eigenvectors to a factorised polynomial

An eigenvector for z is a nonzero vector annihilated by z·1 − M, and one exists exactly when the determinant of that matrix vanishes.

```lean
/-- The energies are exactly the roots of the characteristic polynomial. -/
theorem isEnergy_iff {K : Type*} [Field K] {M : Matrix (Fin n) (Fin n) K} {z : K} :
    IsEnergy M z ↔ M.charpoly.eval z = 0 := by
  have key : ∀ v, (Matrix.scalar (Fin n) z - M) *ᵥ v = z • v - M *ᵥ v := by
    intro v
    rw [Matrix.sub_mulVec]
    congr 1
    ext i
    simp [Matrix.scalar_apply, Matrix.mulVec_diagonal]
  rw [Matrix.eval_charpoly, ← Matrix.exists_mulVec_eq_zero_iff]
  constructor
  · rintro ⟨v, hv, h⟩
    exact ⟨v, hv, by rw [key, h, sub_self]⟩
  · rintro ⟨v, hv, h⟩
    exact ⟨v, hv, (sub_eq_zero.mp ((key v).symm.trans h)).symm⟩
```

For the factorisation, each X − E_k divides the characteristic polynomial. Factors with different E_k are coprime, so their product divides it too. Both polynomials are monic of degree n, hence equal.

```lean
/-- If `n` distinct real numbers are energies of a real `n` by `n` matrix, the characteristic
polynomial is the product of the corresponding linear factors. -/
theorem charpoly_eq_prod {M : Matrix (Fin n) (Fin n) ℝ} {E : Fin n → ℝ}
    (hE : Function.Injective E) (hM : ∀ k, IsEnergy M (E k)) :
    M.charpoly = ∏ k, (X - C (E k)) := by
  refine Polynomial.eq_of_monic_of_dvd_of_natDegree_le
    (Polynomial.monic_prod_of_monic _ _ fun k _ => Polynomial.monic_X_sub_C (E k))
    M.charpoly_monic ?_ ?_
  · exact Fintype.prod_dvd_of_coprime (Polynomial.pairwise_coprime_X_sub_C hE)
      fun k => Polynomial.dvd_iff_isRoot.2 (isEnergy_iff.1 (hM k))
  · rw [Matrix.charpoly_natDegree_eq_dim, Polynomial.natDegree_prod_of_monic _ _
      fun k _ => Polynomial.monic_X_sub_C (E k)]
    simp
```

Continuity in the matrix comes from the determinant formula.

```lean
/-- At a fixed trial energy, the characteristic polynomial depends continuously on the matrix. -/
theorem continuous_charpoly_eval {K : Type*} [Field K] [TopologicalSpace K]
    [IsTopologicalRing K] (z : K) :
    Continuous fun N : Matrix (Fin n) (Fin n) K => N.charpoly.eval z := by
  simp only [Matrix.eval_charpoly]
  exact (continuous_const.sub continuous_id).matrix_det
```

## Stability, first as an open set and then with ε

The next theorem carries out the sign-change argument. `hev` supplies the separation δ, and `hsign` proves the negative product by splitting off the factor j = k and showing that the others are positive. `hnear` carries the signs over to nearby matrices, and `hroot` applies the intermediate value theorem. The last lines use the separation to show that the roots are distinct.

```lean
/-- The real matrices with `n` distinct real energies form an open set. -/
theorem isOpen_distinctRealEnergies :
    IsOpen {N : Matrix (Fin n) (Fin n) ℝ | HasDistinctRealEnergies N} := by
  rw [isOpen_iff_mem_nhds]
  rintro M ⟨E, hE, hM⟩
  -- a radius `δ` for which the intervals around the energies are disjoint
  have hev : ∀ᶠ δ in 𝓝[>] (0 : ℝ), ∀ i j, i ≠ j → 2 * δ < |E i - E j| := by
    refine Filter.eventually_all.2 fun i => Filter.eventually_all.2 fun j => ?_
    by_cases hij : i = j
    · exact Filter.Eventually.of_forall fun _ h => absurd hij h
    · have hpos : 0 < |E i - E j| / 2 := half_pos (abs_pos.2 (sub_ne_zero.2 (hE.ne hij)))
      filter_upwards [Ioo_mem_nhdsGT hpos] with δ hδ _
      linarith [hδ.2]
  obtain ⟨δ, hsep, hδ⟩ := (hev.and self_mem_nhdsWithin).exists
  have hδ' : 0 < δ := hδ
  -- the characteristic polynomial changes sign across each interval
  have hsign : ∀ k, M.charpoly.eval (E k - δ) * M.charpoly.eval (E k + δ) < 0 := by
    intro k
    rw [charpoly_eq_prod hE hM]
    simp only [Polynomial.eval_prod, Polynomial.eval_sub, Polynomial.eval_X, Polynomial.eval_C]
    rw [← Finset.prod_mul_distrib, ← Finset.mul_prod_erase Finset.univ _ (Finset.mem_univ k)]
    have hneg : (E k - δ - E k) * (E k + δ - E k) < 0 := by nlinarith [mul_pos hδ' hδ']
    refine mul_neg_of_neg_of_pos hneg (Finset.prod_pos fun j hj => ?_)
    rcases lt_abs.1 (hsep k j (Finset.ne_of_mem_erase hj).symm) with h | h
    · exact mul_pos (by linarith) (by linarith)
    · exact mul_pos_of_neg_of_neg (by linarith) (by linarith)
  have hnear : ∀ᶠ N in 𝓝 M, ∀ k,
      N.charpoly.eval (E k - δ) * N.charpoly.eval (E k + δ) < 0 :=
    Filter.eventually_all.2 fun k =>
      ((continuous_charpoly_eval _).mul (continuous_charpoly_eval _)).continuousAt.eventually_lt
        continuousAt_const (hsign k)
  filter_upwards [hnear] with N hN
  -- the intermediate value theorem puts one energy of `N` in each interval
  have hroot : ∀ k, ∃ x ∈ Set.Icc (E k - δ) (E k + δ), N.charpoly.eval x = 0 := by
    intro k
    have h0 : (0 : ℝ) ∈ Set.uIcc (N.charpoly.eval (E k - δ)) (N.charpoly.eval (E k + δ)) := by
      rw [Set.mem_uIcc]
      rcases mul_neg_iff.1 (hN k) with h | h
      · exact Or.inr ⟨h.2.le, h.1.le⟩
      · exact Or.inl ⟨h.1.le, h.2.le⟩
    obtain ⟨x, hx, hx0⟩ := intermediate_value_uIcc N.charpoly.continuous.continuousOn h0
    rw [Set.uIcc_of_le (by linarith)] at hx
    exact ⟨x, hx, hx0⟩
  choose x hx hx0 using hroot
  refine ⟨x, fun i j hij => ?_, fun k => isEnergy_iff.2 (hx0 k)⟩
  by_contra hne
  rcases lt_abs.1 (hsep i j hne) with h | h <;>
    linarith [(hx i).1, (hx i).2, (hx j).1, (hx j).2]
```

The statement with ε follows by measuring the distance between two matrices by their largest entrywise difference. The theorem provides a positive ε that depends on M, but no formula for it.

```lean
/-- If a real matrix has `n` distinct real energies, so does every real matrix whose entries
are all within some positive `ε` of its own. -/
theorem distinctRealEnergies_stable (M : Matrix (Fin n) (Fin n) ℝ)
    (hM : HasDistinctRealEnergies M) :
    ∃ ε > 0, ∀ N : Matrix (Fin n) (Fin n) ℝ,
      (∀ i j, |N i j - M i j| < ε) → HasDistinctRealEnergies N := by
  have hc : Continuous fun N : Fin n → Fin n → ℝ => Matrix.of N :=
    continuous_matrix fun i j => by
      simp only [Matrix.of_apply]
      fun_prop
  obtain ⟨ε, hε, hball⟩ :=
    Metric.isOpen_iff.1 (isOpen_distinctRealEnergies.preimage hc) (fun i j => M i j) hM
  refine ⟨ε, hε, fun N hN => ?_⟩
  have hmem : (fun i j => N i j) ∈ Metric.ball (fun i j => M i j) ε :=
    (dist_pi_lt_iff hε).2 fun i => (dist_pi_lt_iff hε).2 fun j => by
      rw [Real.dist_eq]
      exact hN i j
  exact hball hmem
```

## Real spectra at the limit of distinctness

`M.map Complex.ofRealHom` is the same matrix with its entries regarded as complex numbers. The lower bound follows factor by factor from |Im w| ≤ |w − E_k|, since E_k is real.

```lean
/-- For a real matrix with `n` distinct real energies, the characteristic polynomial at a
complex `w` has modulus at least `|Im w| ^ n`. -/
theorem im_pow_le_norm_charpoly {M : Matrix (Fin n) (Fin n) ℝ}
    (hM : HasDistinctRealEnergies M) (w : ℂ) :
    |w.im| ^ n ≤ ‖(M.map Complex.ofRealHom).charpoly.eval w‖ := by
  obtain ⟨E, hE, hE'⟩ := hM
  have hfac : (M.map Complex.ofRealHom).charpoly.eval w = ∏ k, (w - (E k : ℂ)) := by
    rw [Matrix.charpoly_map, charpoly_eq_prod hE hE', Polynomial.map_prod, Polynomial.eval_prod]
    simp
  rw [hfac, norm_prod]
  calc |w.im| ^ n = ∏ _k : Fin n, |w.im| := by simp
    _ ≤ ∏ k, ‖w - (E k : ℂ)‖ := Finset.prod_le_prod (fun _ _ => abs_nonneg _) fun k _ => by
        simpa using Complex.abs_im_le_norm (w - (E k : ℂ))
```

The counting step has two cases. If the n complex roots are all different, their real parts form n distinct real energies, contrary to assumption. Otherwise some root w is repeated. It is real by hypothesis, and the divisibility by (X − w)² passes from complex to real polynomials.

```lean
/-- If all complex energies of a real matrix are real but they are not `n` distinct numbers,
the characteristic polynomial has a real root of multiplicity at least two. -/
theorem exists_double_root {M : Matrix (Fin n) (Fin n) ℝ}
    (hreal : ∀ w : ℂ, IsEnergy (M.map Complex.ofRealHom) w → w.im = 0)
    (hM : ¬ HasDistinctRealEnergies M) :
    ∃ x : ℝ, (X - C x) ^ 2 ∣ M.charpoly := by
  classical
  have hq0 : (M.map Complex.ofRealHom).charpoly ≠ 0 := (Matrix.charpoly_monic _).ne_zero
  have hre : ∀ w : ℂ, w.im = 0 → w = Complex.ofRealHom w.re := fun w h =>
    Complex.ext (by simp) (by simp [h])
  have hdesc : ∀ x : ℝ, (M.map Complex.ofRealHom).charpoly.eval (Complex.ofRealHom x) = 0 →
      M.charpoly.eval x = 0 := by
    intro x h
    rw [Matrix.charpoly_map, Polynomial.eval_map, Polynomial.eval₂_at_apply] at h
    exact Complex.ofReal_eq_zero.1 h
  by_cases hnd : (M.map Complex.ofRealHom).charpoly.roots.Nodup
  · -- `n` different complex roots, all real, would be `n` distinct real energies
    exfalso
    have hcard : (M.map Complex.ofRealHom).charpoly.roots.toFinset.card = n := by
      rw [Multiset.toFinset_card_of_nodup hnd,
        Polynomial.splits_iff_card_roots.1 (IsAlgClosed.splits _),
        Matrix.charpoly_natDegree_eq_dim, Fintype.card_fin]
    let e := Finset.equivFinOfCardEq hcard
    have hroot : ∀ k, (M.map Complex.ofRealHom).charpoly.eval (e.symm k : ℂ) = 0 := fun k =>
      (Polynomial.mem_roots hq0).1 (Multiset.mem_toFinset.1 (e.symm k).2)
    have him : ∀ k, (e.symm k : ℂ).im = 0 := fun k => hreal _ (isEnergy_iff.2 (hroot k))
    refine hM ⟨fun k => (e.symm k : ℂ).re, fun i j hij => ?_, fun k => isEnergy_iff.2 ?_⟩
    · exact e.symm.injective (Subtype.ext (Complex.ext hij ((him i).trans (him j).symm)))
    · have h := hroot k
      rw [hre _ (him k)] at h
      exact hdesc _ h
  · -- a repeated complex root is real, and the divisibility descends to real polynomials
    rw [Multiset.nodup_iff_count_le_one, not_forall] at hnd
    obtain ⟨w, hw⟩ := hnd
    rw [Polynomial.count_roots, not_le] at hw
    have hd : (X - C w) ^ 2 ∣ (M.map Complex.ofRealHom).charpoly :=
      (Polynomial.le_rootMultiplicity_iff hq0).1 hw
    have hw0 := Polynomial.dvd_iff_isRoot.1 ((dvd_pow_self _ two_ne_zero).trans hd)
    have hwr := hre w (hreal w (isEnergy_iff.2 hw0))
    refine ⟨w.re, (Polynomial.map_dvd_map' Complex.ofRealHom).1 ?_⟩
    rw [Polynomial.map_pow, Polynomial.map_sub, Polynomial.map_X, Polynomial.map_C, ← hwr,
      ← Matrix.charpoly_map]
    exact hd
```

## Coalescence before a complex energy

The path is a function on all of ℝ; one given only on [0, T] can be extended by constants. The conclusion lists a distinct real spectrum at all parameters from 0 up to t, a real spectrum at t, and a double root there. "Coincide" refers to this algebraic multiplicity: the theorem does not say whether the eigenvectors also merge, as they do at an exceptional point.

In the proof, `S` is the set of parameters where distinctness fails and `sInf S` is t. The stability theorem makes `S` closed. `hreal` extends the lower bound from [0, t) to its closure, and `exists_double_root` then supplies the repeated energy.

```lean
/-- Let a continuous path of real matrices start with `n` distinct real energies and have a
non-real energy at a later time `T`. Then at some time strictly in between all energies are real
and two coincide (a double root), while at all earlier times from the start they are real and
distinct. -/
theorem coalescence_before_complex (M : ℝ → Matrix (Fin n) (Fin n) ℝ) (hM : Continuous M)
    (h0 : HasDistinctRealEnergies (M 0)) {T : ℝ} (hT : 0 ≤ T) {z : ℂ} (hz : z.im ≠ 0)
    (hzT : IsEnergy ((M T).map Complex.ofRealHom) z) :
    ∃ t, 0 < t ∧ t < T ∧ (∀ s, 0 ≤ s → s < t → HasDistinctRealEnergies (M s)) ∧
      (∀ w : ℂ, IsEnergy ((M t).map Complex.ofRealHom) w → w.im = 0) ∧
      ∃ x : ℝ, (X - C x) ^ 2 ∣ (M t).charpoly := by
  have real_of : ∀ (s : ℝ) (w : ℂ),
      |w.im| ^ n ≤ ‖((M s).map Complex.ofRealHom).charpoly.eval w‖ →
      IsEnergy ((M s).map Complex.ofRealHom) w → w.im = 0 := by
    intro s w hb hw
    by_contra h
    rw [isEnergy_iff.1 hw, norm_zero] at hb
    exact absurd hb (not_le_of_gt (pow_pos (abs_pos.2 h) n))
  -- the first time at which the energies fail to be real and distinct
  let S : Set ℝ := Set.Ici 0 ∩ (M ⁻¹' {N | HasDistinctRealEnergies N})ᶜ
  have hSc : IsClosed S :=
    isClosed_Ici.inter (isOpen_distinctRealEnergies.preimage hM).isClosed_compl
  have hTS : T ∈ S := ⟨hT, fun h => hz (real_of T z (im_pow_le_norm_charpoly h z) hzT)⟩
  have hSb : BddBelow S := ⟨0, fun _ h => h.1⟩
  have htS : sInf S ∈ S := hSc.csInf_mem ⟨T, hTS⟩ hSb
  have hpos : 0 < sInf S := lt_of_le_of_ne htS.1 fun h => htS.2 (by
    rw [← h]
    exact h0)
  have hbefore : ∀ s, 0 ≤ s → s < sInf S → HasDistinctRealEnergies (M s) := by
    intro s hs hst
    by_contra h
    exact absurd (csInf_le hSb (show s ∈ S from ⟨hs, h⟩)) (not_le_of_gt hst)
  -- the lower bound on the characteristic polynomial survives the limit
  have hreal : ∀ w : ℂ, IsEnergy ((M (sInf S)).map Complex.ofRealHom) w → w.im = 0 := by
    intro w
    apply real_of
    have hc : Continuous fun s => ((M s).map Complex.ofRealHom).charpoly.eval w :=
      (continuous_charpoly_eval w).comp (hM.matrix_map Complex.continuous_ofReal)
    have hsub : Set.Ico 0 (sInf S) ⊆
        {s | |w.im| ^ n ≤ ‖((M s).map Complex.ofRealHom).charpoly.eval w‖} :=
      fun s hs => im_pow_le_norm_charpoly (hbefore s hs.1 hs.2) w
    have hcl := closure_minimal hsub (isClosed_le continuous_const hc.norm)
    rw [closure_Ico hpos.ne] at hcl
    exact hcl ⟨hpos.le, le_rfl⟩
  refine ⟨sInf S, hpos, lt_of_le_of_ne (csInf_le hSb hTS) fun h => ?_, hbefore, hreal,
    exists_double_root hreal htS.2⟩
  rw [h] at hreal
  exact hz (hreal z hzT)

end EOMSpectralStability
```

```lean
#print axioms EOMSpectralStability.distinctRealEnergies_stable
-- 'EOMSpectralStability.distinctRealEnergies_stable' depends on axioms: [propext, Classical.choice, Quot.sound]
#print axioms EOMSpectralStability.coalescence_before_complex
-- 'EOMSpectralStability.coalescence_before_complex' depends on axioms: [propext, Classical.choice, Quot.sound]
```

To apply this to an actual EOM-CC calculation, one must still establish that the matrix follows such a path. For continuity it is enough that the orbitals, the Hamiltonian integrals over them and the cluster amplitudes are real and vary continuously with the geometry, without a jump to another solution, and that the list of excitations spanning the space stays the same. Where symmetry forces degeneracies, the starting condition fails for the full matrix, but it may hold within a single symmetry block.
